# A parity-invariant basis makes the variational energy of an atom even in the field, and a single-parity basis makes its polarizability zero

A finite-field calculation that returns zero polarizability for an atom raises the question whether the number describes the atom or only the basis. The theorems below show that in a finite linear variational space of one parity, such as one built only from s functions centred on the nucleus, the basis forces the zero.

In Lean 4 with Mathlib:

```lean
import Mathlib

open scoped InnerProductSpace

namespace ParityPolarizability

noncomputable section

variable {W : Type*} [NormedAddCommGroup W] [InnerProductSpace ℂ W]

/-- `P` is a unitary involution, `H` and `Z` are symmetric, `PHP = H` and `PZP = -Z`. -/
structure IsParityModel (P H Z : W →ₗ[ℂ] W) : Prop where
  unitary : ∀ x y, ⟪P x, P y⟫_ℂ = ⟪x, y⟫_ℂ
  invol : ∀ x, P (P x) = x
  symmH : H.IsSymmetric
  symmZ : Z.IsSymmetric
  evenH : ∀ x, P (H (P x)) = H x
  oddZ : ∀ x, P (Z (P x)) = -Z x

/-- The Hamiltonian `H + F Z` in a static field of strength `F`. -/
def hamiltonian (H Z : W →ₗ[ℂ] W) (F : ℝ) : W →ₗ[ℂ] W := H + (F : ℂ) • Z

/-- The real values taken by `⟨v, (H + F Z) v⟩` on unit vectors `v` of the basis space `V`. -/
def trialEnergies (H Z : W →ₗ[ℂ] W) (V : Submodule ℂ W) (F : ℝ) : Set ℝ :=
  {e | ∃ v ∈ V, ‖v‖ = 1 ∧ ⟪v, hamiltonian H Z F v⟫_ℂ = (e : ℂ)}

/-- The variational energy `E(F)`: the infimum of the trial energies in `V`. -/
def energy (H Z : W →ₗ[ℂ] W) (V : Submodule ℂ W) (F : ℝ) : ℝ := sInf (trialEnergies H Z V F)

/-- The static polarizability `-E''(0)` of the variational energy. -/
def polarizability (H Z : W →ₗ[ℂ] W) (V : Submodule ℂ W) : ℝ :=
  -deriv (deriv (energy H Z V)) 0

variable {P H Z : W →ₗ[ℂ] W} {V : Submodule ℂ W}

/-- The energy expectation of `P v` in the field `F` equals that of `v` in the field `-F`. -/
theorem expect_parity (h : IsParityModel P H Z) (F : ℝ) (v : W) :
    ⟪P v, hamiltonian H Z F (P v)⟫_ℂ = ⟪v, hamiltonian H Z (-F) v⟫_ℂ := by
  have key : P (hamiltonian H Z F (P v)) = hamiltonian H Z (-F) v := by
    simp [hamiltonian, h.evenH, h.oddZ]
  have hu := h.unitary (P v) (hamiltonian H Z F (P v))
  rw [h.invol, key] at hu
  exact hu.symm

/-- The energy expectation in a real field is a real number. -/
theorem expect_real (h : IsParityModel P H Z) (F : ℝ) (v : W) :
    ⟪v, hamiltonian H Z F v⟫_ℂ = ((⟪v, hamiltonian H Z F v⟫_ℂ).re : ℂ) := by
  have hs : ⟪hamiltonian H Z F v, v⟫_ℂ = ⟪v, hamiltonian H Z F v⟫_ℂ := by
    simp only [hamiltonian, LinearMap.add_apply, LinearMap.smul_apply, inner_add_left,
      inner_add_right, inner_smul_left, inner_smul_right, Complex.conj_ofReal]
    rw [h.symmH v v, h.symmZ v v]
  symm
  rw [← Complex.conj_eq_iff_re, inner_conj_symm, hs]

/-- For a nonzero basis space, `E(F)` is the greatest lower bound of the trial energies. -/
theorem energy_isGLB [FiniteDimensional ℂ W] (h : IsParityModel P H Z) (hV : V ≠ ⊥) (F : ℝ) :
    IsGLB (trialEnergies H Z V F) (energy H Z V F) := by
  obtain ⟨v, hvV, hv⟩ := Submodule.exists_mem_ne_zero_of_ne_bot hV
  -- a normalised trial vector exists
  have hne : (trialEnergies H Z V F).Nonempty := by
    refine ⟨_, ((‖v‖ : ℂ))⁻¹ • v, V.smul_mem _ hvV, ?_, expect_real h F _⟩
    rw [norm_smul, norm_inv, Complex.norm_real, norm_norm,
      inv_mul_cancel₀ (norm_ne_zero_iff.mpr hv)]
  -- the operator norm bounds every trial energy
  have hb : BddBelow (trialEnergies H Z V F) := by
    refine ⟨-‖LinearMap.toContinuousLinearMap (hamiltonian H Z F)‖, ?_⟩
    rintro e ⟨w, -, hw, he⟩
    have h1 : ‖hamiltonian H Z F w‖ ≤
        ‖LinearMap.toContinuousLinearMap (hamiltonian H Z F)‖ * ‖w‖ :=
      (LinearMap.toContinuousLinearMap (hamiltonian H Z F)).le_opNorm w
    have h2 := norm_inner_le_norm (𝕜 := ℂ) w (hamiltonian H Z F w)
    rw [he, Complex.norm_real, Real.norm_eq_abs, hw, one_mul] at h2
    rw [hw, mul_one] at h1
    linarith [neg_abs_le e]
  exact isGLB_csInf hne hb

/-- For a nonzero `P`-invariant basis space, `E(F)` is the greatest lower bound of the trial
energies and is even in the field. -/
theorem energy_even [FiniteDimensional ℂ W] (h : IsParityModel P H Z) (hV : V ≠ ⊥)
    (hinv : ∀ v ∈ V, P v ∈ V) (F : ℝ) :
    IsGLB (trialEnergies H Z V F) (energy H Z V F) ∧ energy H Z V (-F) = energy H Z V F := by
  refine ⟨energy_isGLB h hV F, ?_⟩
  -- `v ↦ P v` carries trial energies at `-G` to trial energies at `G`
  have sub : ∀ G, trialEnergies H Z V (-G) ⊆ trialEnergies H Z V G := by
    rintro G e ⟨v, hv, hn, he⟩
    have hP : ‖P v‖ = ‖v‖ := (LinearMap.isometryOfInner P h.unitary).norm_map v
    exact ⟨P v, hinv v hv, hP.trans hn, (expect_parity h G v).trans he⟩
  have back := sub (-F)
  rw [neg_neg] at back
  unfold energy
  rw [Set.Subset.antisymm (sub F) back]

/-- For a nonzero `P`-invariant basis space the field never raises the energy: `E(F) ≤ E(0)`. -/
theorem energy_le_fieldFree [FiniteDimensional ℂ W] (h : IsParityModel P H Z) (hV : V ≠ ⊥)
    (hinv : ∀ v ∈ V, P v ∈ V) (F : ℝ) : energy H Z V F ≤ energy H Z V 0 := by
  apply (energy_isGLB h hV 0).2
  rintro e ⟨v, hv, hn, he⟩
  have h1 := (energy_isGLB h hV F).1 ⟨v, hv, hn, expect_real h F v⟩
  have h2 := (energy_isGLB h hV (-F)).1 ⟨v, hv, hn, expect_real h (-F) v⟩
  rw [(energy_even h hV hinv F).2] at h2
  -- the expectations at `F` and `-F` average to the field-free one
  have avg : ⟪v, hamiltonian H Z F v⟫_ℂ + ⟪v, hamiltonian H Z (-F) v⟫_ℂ = (e : ℂ) + e := by
    rw [← he]
    simp only [hamiltonian, LinearMap.add_apply, LinearMap.smul_apply, inner_add_right,
      inner_smul_right]
    push_cast
    ring
  have hre := congrArg Complex.re avg
  simp only [Complex.add_re, Complex.ofReal_re] at hre
  linarith

/-- For a nonzero `P`-invariant basis space, if `E` has a derivative at zero field, it is zero. -/
theorem slope_eq_zero [FiniteDimensional ℂ W] (h : IsParityModel P H Z) (hV : V ≠ ⊥)
    (hinv : ∀ v ∈ V, P v ∈ V) {d : ℝ} (hd : HasDerivAt (energy H Z V) d 0) : d = 0 := by
  have hmax : IsLocalMax (energy H Z V) 0 :=
    Filter.Eventually.of_forall (energy_le_fieldFree h hV hinv)
  exact hmax.hasDerivAt_eq_zero hd

/-- A state of definite parity has zero expectation value of `Z`. -/
theorem dipole_eq_zero (h : IsParityModel P H Z) {v : W} (hv : P v = v ∨ P v = -v) :
    ⟪v, Z v⟫_ℂ = 0 := by
  have hu := h.unitary (P v) (Z (P v))
  rw [h.invol, h.oddZ, inner_neg_right] at hu
  rcases hv with hv | hv
  · rw [hv] at hu
    linear_combination (-1 / 2 : ℂ) * hu
  · rw [hv, map_neg, inner_neg_neg] at hu
    linear_combination (-1 / 2 : ℂ) * hu

/-- If `P` acts as `+1` on a nonzero basis space, or as `-1`, then `E(0)` is the greatest lower
bound of the trial energies in every field, `E` is constant with vanishing first derivative
and vanishing second derivative at zero, and the polarizability is zero. -/
theorem single_parity_basis [FiniteDimensional ℂ W] (h : IsParityModel P H Z) (hV : V ≠ ⊥)
    (hfix : (∀ v ∈ V, P v = v) ∨ (∀ v ∈ V, P v = -v)) :
    (∀ F, IsGLB (trialEnergies H Z V F) (energy H Z V 0)) ∧
      (∀ F, energy H Z V F = energy H Z V 0) ∧ (∀ F, HasDerivAt (energy H Z V) 0 F) ∧
      HasDerivAt (deriv (energy H Z V)) 0 0 ∧ polarizability H Z V = 0 := by
  -- the field term drops out of every expectation value in `V`
  have hexp : ∀ F, ∀ v ∈ V, ⟪v, hamiltonian H Z F v⟫_ℂ = ⟪v, H v⟫_ℂ := by
    intro F v hv
    have hz := dipole_eq_zero h (hfix.imp (fun g => g v hv) (fun g => g v hv))
    simp only [hamiltonian, LinearMap.add_apply, LinearMap.smul_apply, inner_add_right,
      inner_smul_right, hz, mul_zero, add_zero]
  have sub : ∀ F G, trialEnergies H Z V F ⊆ trialEnergies H Z V G := by
    rintro F G e ⟨v, hv, hn, he⟩
    exact ⟨v, hv, hn, ((hexp G v hv).trans (hexp F v hv).symm).trans he⟩
  have hconst : ∀ F, energy H Z V F = energy H Z V 0 := by
    intro F
    unfold energy
    rw [Set.Subset.antisymm (sub F 0) (sub 0 F)]
  obtain ⟨c, hc⟩ : ∃ c, energy H Z V = fun _ => c := ⟨_, funext hconst⟩
  have hd : deriv (energy H Z V) = fun _ => 0 := by
    rw [hc]
    exact funext fun F => deriv_const F c
  refine ⟨fun F => ?_, hconst, fun F => ?_, ?_, ?_⟩
  · rw [← hconst F]
    exact energy_isGLB h hV F
  · rw [hc]
    exact hasDerivAt_const F c
  · rw [hd]
    exact hasDerivAt_const 0 0
  · rw [polarizability, hd, deriv_const, neg_zero]

/-- The operator on a two-level space with matrix rows `(a, b)` and `(c, d)`. -/
def twoLevel (a b c d : ℂ) : EuclideanSpace ℂ (Fin 2) →ₗ[ℂ] EuclideanSpace ℂ (Fin 2) where
  toFun v := !₂[a * v 0 + b * v 1, c * v 0 + d * v 1]
  map_add' x y := by ext i; fin_cases i <;> simp <;> ring
  map_smul' r x := by ext i; fin_cases i <;> simp <;> ring

/-- The two-level operators `P = diag(1, -1)`, `H = diag(0, 1)`, `Z = σx` satisfy the parity
relations. -/
theorem isParityModel_witness :
    IsParityModel (twoLevel 1 0 0 (-1)) (twoLevel 0 0 0 1) (twoLevel 0 1 1 0) := by
  refine ⟨fun x y => ?_, fun x => ?_, fun x y => ?_, fun x y => ?_, fun x => ?_, fun x => ?_⟩
  all_goals first
    | (ext i; fin_cases i <;> simp [twoLevel])
    | (simp only [PiLp.inner_apply, Fin.sum_univ_two, RCLike.inner_apply]
       simp [twoLevel] <;> ring)

/-- With both levels in the basis, `H = diag(0, 1)` and `Z = σx` give `E(1) < E(0)`. -/
theorem twoLevel_responds :
    energy (twoLevel 0 0 0 1) (twoLevel 0 1 1 0) ⊤ 1 <
      energy (twoLevel 0 0 0 1) (twoLevel 0 1 1 0) ⊤ 0 := by
  have hn : ‖(!₂[4 / 5, -3 / 5] : EuclideanSpace ℂ (Fin 2))‖ = 1 := by
    rw [EuclideanSpace.norm_eq, Real.sqrt_eq_one]
    simp [Fin.sum_univ_two]
    norm_num
  have hV : (⊤ : Submodule ℂ (EuclideanSpace ℂ (Fin 2))) ≠ ⊥ := by
    intro hb
    have h0 := (Submodule.eq_bot_iff _).1 hb !₂[4 / 5, -3 / 5] Submodule.mem_top
    rw [h0, norm_zero] at hn
    exact zero_ne_one hn
  -- a trial state mixing both parities has energy `-3/5` at `F = 1`
  have h1 : energy (twoLevel 0 0 0 1) (twoLevel 0 1 1 0) ⊤ 1 ≤ -3 / 5 := by
    refine (energy_isGLB isParityModel_witness hV 1).1 ⟨_, Submodule.mem_top, hn, ?_⟩
    simp only [PiLp.inner_apply, Fin.sum_univ_two, RCLike.inner_apply]
    simp [hamiltonian, twoLevel, map_ofNat]
    norm_num
  have h0 : 0 ≤ energy (twoLevel 0 0 0 1) (twoLevel 0 1 1 0) ⊤ 0 := by
    apply (energy_isGLB isParityModel_witness hV 0).2
    rintro e ⟨w, -, -, he⟩
    have hw : ⟪w, hamiltonian (twoLevel 0 0 0 1) (twoLevel 0 1 1 0) 0 w⟫_ℂ =
        (Complex.normSq (w 1) : ℂ) := by
      rw [← Complex.mul_conj]
      simp only [PiLp.inner_apply, Fin.sum_univ_two, RCLike.inner_apply]
      simp [hamiltonian, twoLevel]
    rw [← Complex.ofReal_injective (hw.symm.trans he)]
    exact Complex.normSq_nonneg _
  linarith

end

end ParityPolarizability
```

```lean
#print axioms ParityPolarizability.slope_eq_zero
#print axioms ParityPolarizability.single_parity_basis
#print axioms ParityPolarizability.twoLevel_responds
```

```
'ParityPolarizability.slope_eq_zero' depends on axioms: [propext, Classical.choice, Quot.sound]
'ParityPolarizability.single_parity_basis' depends on axioms: [propext, Classical.choice, Quot.sound]
'ParityPolarizability.twoLevel_responds' depends on axioms: [propext, Classical.choice, Quot.sound]
```

## What the theorems say

W is a complex inner-product space, with ⟨·,·⟩ antilinear in the first slot. `IsParityModel P H Z` states that the linear map P preserves inner products, P² = 1, H and Z are symmetric, PHP = H and PZP = −Z. For a real field strength F, `hamiltonian` is

H(F) = H + FZ.

For a subspace V, `trialEnergies` is the set T(F) of real values ⟨v, H(F)v⟩ over unit vectors v in V, `energy` is E(F) = inf T(F), and `polarizability` is α = −E″(0).

Let W be finite-dimensional and V ≠ 0. Then `energy_isGLB` says that E(F) is the greatest lower bound of T(F). If P maps V into V, `energy_even` gives E(−F) = E(F), `energy_le_fieldFree` gives E(F) ≤ E(0), and `slope_eq_zero` says that a derivative of E at F = 0, if one exists, is zero. If P = +1 on all of V, or P = −1 on all of V, `single_parity_basis` says that E is constant and α = 0. Since `deriv` returns 0 where no derivative exists, that theorem also states through `HasDerivAt` that E′(F) and E″(0) exist and vanish. Finally `twoLevel_responds` exhibits a P-invariant V with E(1) < E(0).

## The physics encoded

P is inversion through the nucleus, H the field-free Hamiltonian, F the strength of a uniform static electric field, and Z the negative of the electric dipole component along that field, for electrons in atomic units the sum of their z coordinates measured from the nucleus. The sign of α follows the convention E(F) ≈ E(0) − αF²/2. V, the same at every F, is the span of all determinants that can be formed from a chosen set of s, p, … functions centred on the nucleus (full configuration interaction): all are even when built from s functions, and s and p functions together give an invariant space that can contain states of both parities (it need not: if the electrons fill every spin orbital of the basis, V is spanned by a single determinant, which has one parity). By `single_parity_basis`, a nonzero α requires a V that is not of a single parity.

The parity relations are assumed and not derived from a Coulomb Hamiltonian. The whole space W is finite-dimensional, so H and Z are matrices standing in for unbounded operators. Trial sets that are not subspaces, such as the set of all single determinants searched in a Hartree–Fock calculation, are not covered. Differentiability is a hypothesis of `slope_eq_zero`; as an aside not proved above, degenerate levels of opposite parity can give E a kink at F = 0.

## Why it is true

The relations for H and Z give P H(F) P = H − FZ = H(−F), the fact `key` in `expect_parity`. Applying P to both slots of the inner product gives

⟨Pv, H(F)Pv⟩ = ⟨P²v, P H(F) P v⟩ = ⟨v, H(−F)v⟩.

In `expect_real`, symmetry of H and Z and reality of F give ⟨H(F)v, v⟩ = ⟨v, H(F)v⟩, so the expectation equals its conjugate. In `energy_isGLB`, normalising a nonzero vector of V makes T(F) nonempty, and for unit v Cauchy–Schwarz and the operator norm give

|⟨v, H(F)v⟩| ≤ ‖H(F)v‖ ≤ ‖H(F)‖,

so T(F) is bounded below by −‖H(F)‖. Finite dimension is used here, to make ‖H(F)‖ finite.

For evenness, a unit v in V has Pv in V and ‖Pv‖ = 1, so for any field G the identity for Pv gives T(−G) ⊆ T(G), which is `sub`. Taking G = F and G = −F gives T(−F) = T(F), and the infima agree.

For the inequality, every unit v in V satisfies

⟨v, H(F)v⟩ + ⟨v, H(−F)v⟩ = 2⟨v, Hv⟩,

which is `avg`. The first term is at least E(F) and the second at least E(−F) = E(F), so E(F) ≤ ⟨v, Hv⟩. Thus E(F) is a lower bound of T(0), and E(F) ≤ E(0). The point F = 0 is then a maximum of E, and `hmax.hasDerivAt_eq_zero` makes any derivative there vanish.

For a state with Pv = ±v, `dipole_eq_zero` compares two evaluations:

⟨Pv, ZPv⟩ = ⟨v, PZPv⟩ = −⟨v, Zv⟩,

⟨Pv, ZPv⟩ = (±1)²⟨v, Zv⟩ = ⟨v, Zv⟩.

Hence ⟨v, Zv⟩ = −⟨v, Zv⟩ = 0, which `linear_combination` extracts in each case. When all of V has one parity, `hexp` gives ⟨v, H(F)v⟩ = ⟨v, Hv⟩, so T(F) is the same set for every F, E is constant (`hconst`), and its derivatives are those of a constant.

The two-level model has components v₀ (even, s-like) and v₁ (odd, p-like), with P = diag(1, −1), H = diag(0, 1) and Z = σx, the matrix exchanging the components; `isParityModel_witness` checks the six relations. V is the whole space, `⊤`. For the unit vector (v₀, v₁) = (4/5, −3/5) at F = 1,

⟨v, H(1)v⟩ = 9/25 + 2·(4/5)·(−3/5) = 9/25 − 24/25 = −3/5,

so E(1) ≤ −3/5. At F = 0 every trial energy is |v₁|² ≥ 0, so E(0) ≥ 0. Invariance of V under P therefore does not make E constant. The theorem states this inequality only and gives no value of α for the model.
